# For a finite real symmetric Hamiltonian, the Green-function COHP between two different orthonormal orbitals integrates to zero

## Why does even my strongest bond integrate to zero?

I get the crystal orbital Hamilton population (COHP) between two different orbitals $m$ and $n$ from the Green function, as $-(H_{mn}/\pi)\,\mathrm{Im}\,G_{mn}(E)$ with a small imaginary part $\eta$ in the energy. Integrated over all energies it always comes out as zero, even for a pair that is clearly bonded. Is that caused by the broadening, and if not, how can this curve measure bonding?

## Bonding and antibonding weights cancel

The zero is exact for every width $\eta>0$, provided that the Hamiltonian $H$ is a finite real symmetric matrix in an orthonormal basis and $m\neq n$. The curve is a sum of Lorentzians, one per eigenstate, whose areas are the state-resolved COHP values, and these add up to zero. Bonding information sits in the integral up to the Fermi level, where only part of the sum is taken.

**Poles.** Let $U$ be an orthogonal matrix whose column $k$ is an eigenvector with energy $e_k$, so that $UU^{T}=I$ and $HU=U\,\mathrm{diag}(e_k)$. Put $z=E+i\eta$; the Green function is the inverse $G(E)=(zI-H)^{-1}$. Then
$$(zI-H)\,U=U\,\mathrm{diag}(z-e_k).$$
Each $z-e_k$ has imaginary part $\eta>0$ and is therefore nonzero. Hence
$$(zI-H)\,U\,\mathrm{diag}\!\left(\tfrac{1}{z-e_k}\right)U^{T}=UU^{T}=I,$$
and since a right inverse of a square matrix is its inverse,
$$G_{mn}(E)=\sum_k\frac{U_{mk}U_{nk}}{E+i\eta-e_k}.$$

**Lorentzians.** Define $L_\eta(x)=\dfrac{\eta/\pi}{x^2+\eta^2}$. Then
$$\mathrm{Im}\,\frac{1}{E-e_k+i\eta}=-\frac{\eta}{(E-e_k)^2+\eta^2}=-\pi L_\eta(E-e_k).$$
With $g_k=H_{mn}U_{mk}U_{nk}$, the COHP value of state $k$, this gives
$$-\frac{H_{mn}}{\pi}\,\mathrm{Im}\,G_{mn}(E)=\sum_k g_k\,L_\eta(E-e_k).$$

**Total area.** The substitution $x=\eta y$ gives $\int L_\eta(x)\,dx=\frac1\pi\int\frac{dy}{1+y^2}=1$. The integral of the COHP is therefore
$$\sum_k g_k=H_{mn}\sum_k U_{mk}U_{nk}=H_{mn}(UU^{T})_{mn}=0\qquad(m\neq n).$$

**Filling up to the Fermi level $\mu$.** An antiderivative of $L_\eta(E-e_k)$ is $\frac1\pi\arctan\frac{E-e_k}{\eta}$, which tends to $-\frac12$ as $E\to-\infty$. So
$$\int_{-\infty}^{\mu}\mathrm{COHP}\,dE=\sum_k g_k\left[\frac12+\frac1\pi\arctan\frac{\mu-e_k}{\eta}\right].$$
As $\eta\to0^+$ the bracket tends to 1 for $e_k<\mu$ and to 0 for $e_k>\mu$. If no level equals $\mu$, what remains is the sum of $g_k$ over the occupied states.

**Two sites.** Number the orbitals 0 and 1, with site energies zero and hopping $t$. The combinations $(1,1)/\sqrt2$ and $(1,-1)/\sqrt2$ have energies $t$ and $-t$ and values $g=t/2$ and $g=-t/2$. The COHP is $\frac t2[L_\eta(E-t)-L_\eta(E+t)]$. For $t\neq0$ the lower level carries the negative, bonding weight. Filling only that level gives $-|t|/2$ in the sharp limit; filling both gives zero.

**Equal orbitals.** The condition $m\neq n$ matters. For a single orbital with $H=(a)$ and $a\neq0$, the same expression with $m=n$ is $a\,L_\eta(E-a)$, whose integral is $a$.

## What the definitions and theorems say

The finite type `ι` labels the orbitals, and `H` is a real matrix over it. `IsEigenbasis H U e` states the two matrix equations for $U$ and $e_k$; the levels may be degenerate and need no order. `green` is the actual complex matrix inverse, with the retarded sign $+i\eta$. `cohp` is the Green-function expression, `stateCohp` is $g_k$, and `lorentzian` is $L_\eta$, with `η` its half-width at half maximum. This width stands for a finite lifetime or a numerical smearing, and it is the same for all states.

Negative values mean bonding, whereas many plots show $-\mathrm{COHP}$. One ordered pair of orbitals and one spin channel are counted, without factors of 2.

- `cohp_eq_broadened` says that, for any eigenbasis and $\eta>0$, the COHP equals the broadened sum at every energy. It also holds for $m=n$.
- `integral_cohp_eq_zero` assumes only that `H` is symmetric, $\eta>0$ and $m\neq n$. It concludes that the COHP is integrable and that its integral is zero. The first part gives the second its meaning, because Lean assigns the value 0 to the integral of a non-integrable function.
- `integrated_cohp` and `integrated_cohp_sharp_limit` give the arctangent formula and its limit; the latter assumes that no level equals `μ`.
- `cohp_dimer` is the two-site formula.

The step to most real atomic-orbital calculations is the overlap matrix $S$, which is the identity here. With $G=(zS-H)^{-1}$ the total becomes $H_{mn}(S^{-1})_{mn}$, in general not zero; this is a remark beyond the theorems. Complex Bloch Hamiltonians and energy-dependent self-energies from electrodes also lie beyond them.

For a finite one-electron model with a real symmetric Hamiltonian in an orthonormal basis, such as a tight-binding cluster with real hoppings, the result gives a sum rule for computed COHP curves between different orbitals: the total should approach zero as the energy window grows at both ends.

```lean
import Mathlib

open Matrix MeasureTheory Filter Topology
open scoped Real

namespace GreenFunctionCOHP

noncomputable section

variable {ι : Type*} [Fintype ι] [DecidableEq ι]

/-- The columns of the orthogonal matrix `U` are eigenvectors of `H` with energies `e`. -/
def IsEigenbasis (H U : Matrix ι ι ℝ) (e : ι → ℝ) : Prop :=
  U * Uᵀ = 1 ∧ H * U = U * diagonal e

/-- The Green function `((E + iη) I - H)⁻¹`, for `η > 0` and symmetric `H`. -/
def green (H : Matrix ι ι ℝ) (η E : ℝ) : Matrix ι ι ℂ :=
  (((E : ℂ) + η * Complex.I) • (1 : Matrix ι ι ℂ) - H.map Complex.ofReal)⁻¹

/-- The COHP between orbitals `m` and `n` at energy `E`, read off the Green function. -/
def cohp (H : Matrix ι ι ℝ) (η : ℝ) (m n : ι) (E : ℝ) : ℝ :=
  -(H m n / π) * (green H η E m n).im

/-- The COHP contribution of the single eigenstate `k`. -/
def stateCohp (H U : Matrix ι ι ℝ) (m n k : ι) : ℝ := H m n * U m k * U n k

/-- The Lorentzian line shape of half-width `η > 0`. -/
def lorentzian (η x : ℝ) : ℝ := η / π / (x ^ 2 + η ^ 2)

/-- Every real symmetric Hamiltonian has an orthogonal eigenbasis. -/
theorem exists_eigenbasis {H : Matrix ι ι ℝ} (hH : H.IsSymm) :
    ∃ U e, IsEigenbasis H U e := by
  have hS : H.IsHermitian := by
    rw [Matrix.IsHermitian, conjTranspose_eq_transpose_of_trivial]
    exact hH
  have h : H = (hS.eigenvectorUnitary : Matrix ι ι ℝ) * diagonal hS.eigenvalues *
      star (hS.eigenvectorUnitary : Matrix ι ι ℝ) := by
    have h := hS.spectral_theorem
    rw [Unitary.conjStarAlgAut_apply] at h
    exact h
  refine ⟨hS.eigenvectorUnitary, hS.eigenvalues, ?_, ?_⟩
  · have h1 := mem_unitaryGroup_iff.mp hS.eigenvectorUnitary.2
    rwa [star_eq_conjTranspose, conjTranspose_eq_transpose_of_trivial] at h1
  · have h2 := mem_unitaryGroup_iff'.mp hS.eigenvectorUnitary.2
    refine (congrArg (fun M => M * (hS.eigenvectorUnitary : Matrix ι ι ℝ)) h).trans ?_
    simp only [mul_assoc, h2, mul_one]

/-- For `η > 0` the Green function is a sum of simple poles, one for each eigenstate. -/
theorem green_apply {H U : Matrix ι ι ℝ} {e : ι → ℝ} (hU : IsEigenbasis H U e)
    {η : ℝ} (hη : 0 < η) (E : ℝ) (m n : ι) :
    green H η E m n =
      ∑ k, ((U m k * U n k : ℝ) : ℂ) / ((E : ℂ) + η * Complex.I - e k) := by
  let V : Matrix ι ι ℂ := U.map Complex.ofReal
  have hV : V * Vᵀ = 1 := by
    have h := congrArg Complex.ofRealHom.mapMatrix hU.1
    rw [map_mul, map_one] at h
    exact h
  have hD : Complex.ofRealHom.mapMatrix (diagonal e) = diagonal (fun k => (e k : ℂ)) := by
    ext i j
    by_cases h : i = j <;> simp [h]
  have hHV : H.map Complex.ofReal * V = V * diagonal (fun k => (e k : ℂ)) := by
    have h := congrArg Complex.ofRealHom.mapMatrix hU.2
    rw [map_mul, map_mul, hD] at h
    exact h
  have hz : ∀ k, (E : ℂ) + η * Complex.I - e k ≠ 0 := by
    intro k h
    have h1 := congrArg Complex.im h
    simp at h1
    exact hη.ne' h1
  -- the shifted Hamiltonian is diagonal in the eigenbasis
  have hs : (((E : ℂ) + η * Complex.I) • (1 : Matrix ι ι ℂ) - H.map Complex.ofReal) * V
      = V * diagonal (fun k => (E : ℂ) + η * Complex.I - e k) := by
    rw [sub_mul, smul_mul_assoc, one_mul, hHV]
    ext i k
    simp only [Matrix.sub_apply, Matrix.smul_apply, smul_eq_mul, Matrix.mul_diagonal]
    ring
  have hinv : green H η E =
      V * diagonal (fun k => ((E : ℂ) + η * Complex.I - e k)⁻¹) * Vᵀ := by
    apply Matrix.inv_eq_right_inv
    rw [← mul_assoc, ← mul_assoc, hs, mul_assoc V, diagonal_mul_diagonal]
    simp only [mul_inv_cancel₀ (hz _), diagonal_one, mul_one, hV]
  rw [hinv, Matrix.mul_apply]
  refine Finset.sum_congr rfl fun k _ => ?_
  simp only [Matrix.mul_diagonal, Matrix.transpose_apply, V, Matrix.map_apply]
  push_cast
  ring

/-- For `η > 0` the Green-function COHP is the Lorentzian-broadened sum of the
state-resolved COHP values. -/
theorem cohp_eq_broadened {H U : Matrix ι ι ℝ} {e : ι → ℝ} (hU : IsEigenbasis H U e)
    {η : ℝ} (hη : 0 < η) (m n : ι) (E : ℝ) :
    cohp H η m n E = ∑ k, stateCohp H U m n k * lorentzian η (E - e k) := by
  rw [cohp, green_apply hU hη, Complex.im_sum, Finset.mul_sum]
  refine Finset.sum_congr rfl fun k _ => ?_
  have hre : ((E : ℂ) + η * Complex.I - e k).re = E - e k := by simp
  have him : ((E : ℂ) + η * Complex.I - e k).im = η := by simp
  rw [Complex.div_im, Complex.normSq_apply, hre, him, Complex.ofReal_re,
    Complex.ofReal_im, stateCohp, lorentzian]
  ring

/-- For `η > 0` the Lorentzian is a rescaled copy of the curve `1 / (1 + x²)`. -/
theorem lorentzian_eq {η : ℝ} (hη : 0 < η) (x : ℝ) :
    lorentzian η x = (π * η)⁻¹ * (1 + (x / η) ^ 2)⁻¹ := by
  have h : 1 + (x / η) ^ 2 = (x ^ 2 + η ^ 2) / η ^ 2 := by
    have h2 : η ^ 2 ≠ 0 := pow_ne_zero 2 hη.ne'
    rw [div_pow, eq_div_iff h2, add_mul, div_mul_cancel₀ _ h2]
    ring
  have hD : x ^ 2 + η ^ 2 ≠ 0 := by positivity
  rw [h, inv_div, lorentzian]
  field_simp

/-- A Lorentzian of half-width `η > 0` centred at any level is integrable and has unit area. -/
theorem lorentzian_integral {η : ℝ} (hη : 0 < η) (e : ℝ) :
    Integrable (fun E => lorentzian η (E - e)) ∧ ∫ E, lorentzian η (E - e) = 1 := by
  have h : lorentzian η = fun x => (π * η)⁻¹ * (1 + (x / η) ^ 2)⁻¹ :=
    funext (lorentzian_eq hη)
  constructor
  · have hi : Integrable (lorentzian η) := by
      rw [h]
      exact (integrable_inv_one_add_sq.comp_div hη.ne').const_mul _
    exact hi.comp_sub_right e
  · have hc := Measure.integral_comp_div (fun x : ℝ => (1 + x ^ 2)⁻¹) η
    rw [integral_univ_inv_one_add_sq, abs_of_pos hη, smul_eq_mul] at hc
    rw [integral_sub_right_eq_self (lorentzian η) e, h, integral_const_mul, hc, mul_comm η π]
    exact inv_mul_cancel₀ (mul_pos Real.pi_pos hη).ne'

/-- For a real symmetric Hamiltonian, `η > 0` and two different orbitals, the Green-function
COHP is integrable and its integral over all energies is zero. -/
theorem integral_cohp_eq_zero {H : Matrix ι ι ℝ} (hH : H.IsSymm) {η : ℝ} (hη : 0 < η)
    {m n : ι} (hmn : m ≠ n) :
    Integrable (cohp H η m n) ∧ ∫ E, cohp H η m n E = 0 := by
  obtain ⟨U, e, hU⟩ := exists_eigenbasis hH
  have hi : ∀ k ∈ Finset.univ, Integrable
      (fun E => stateCohp H U m n k * lorentzian η (E - e k)) :=
    fun k _ => (lorentzian_integral hη (e k)).1.const_mul _
  have hone : ∀ k, ∫ E, lorentzian η (E - e k) = 1 :=
    fun k => (lorentzian_integral hη (e k)).2
  rw [funext (cohp_eq_broadened hU hη m n)]
  refine ⟨MeasureTheory.integrable_finsetSum _ hi, ?_⟩
  rw [MeasureTheory.integral_finsetSum _ hi]
  simp only [integral_const_mul, hone, mul_one]
  -- different rows of the orthogonal matrix are orthogonal
  have h0 := congrFun (congrFun hU.1 m) n
  rw [Matrix.mul_apply, Matrix.one_apply_ne hmn] at h0
  simp only [Matrix.transpose_apply] at h0
  simp only [stateCohp, mul_assoc, ← Finset.mul_sum]
  rw [h0, mul_zero]

/-- For `η > 0` the COHP integrated up to the Fermi level `μ` weights each state by an
arctangent step. -/
theorem integrated_cohp {H U : Matrix ι ι ℝ} {e : ι → ℝ} (hU : IsEigenbasis H U e)
    {η : ℝ} (hη : 0 < η) (m n : ι) (μ : ℝ) :
    ∫ E in Set.Iic μ, cohp H η m n E =
      ∑ k, stateCohp H U m n k * (1 / 2 + Real.arctan ((μ - e k) / η) / π) := by
  have hstep : ∀ k, ∫ E in Set.Iic μ, lorentzian η (E - e k) =
      1 / 2 + Real.arctan ((μ - e k) / η) / π := by
    intro k
    have hd : ∀ x ∈ Set.Iic μ, HasDerivAt (fun x => Real.arctan ((x - e k) / η) / π)
        (lorentzian η (x - e k)) x := by
      intro x _
      have h := ((((hasDerivAt_id' x).sub_const (e k)).div_const η).arctan).div_const π
      refine h.congr_deriv ?_
      rw [lorentzian_eq hη]
      ring
    have hb : Tendsto (fun x : ℝ => (x - e k) / η) atBot atBot := by
      have h := tendsto_atBot_add_const_right atBot (-e k) (tendsto_id (α := ℝ))
      simpa only [sub_eq_add_neg, id] using h.atBot_div_const hη
    have hl := ((Real.tendsto_arctan_atBot.mono_right nhdsWithin_le_nhds).comp hb).div_const π
    rw [integral_Iic_of_hasDerivAt_of_tendsto' hd
      (lorentzian_integral hη (e k)).1.integrableOn hl, neg_div, div_right_comm,
      div_self Real.pi_ne_zero]
    ring
  rw [funext (cohp_eq_broadened hU hη m n), MeasureTheory.integral_finsetSum _
    (fun k _ => ((lorentzian_integral hη (e k)).1.const_mul _).integrableOn)]
  simp only [integral_const_mul, hstep]

/-- If no level lies at `μ`, the COHP integrated up to `μ` tends, as the width goes to zero
from above, to the sum of the state-resolved values over the levels below `μ`. -/
theorem integrated_cohp_sharp_limit {H U : Matrix ι ι ℝ} {e : ι → ℝ}
    (hU : IsEigenbasis H U e) (m n : ι) {μ : ℝ} (hμ : ∀ k, e k ≠ μ) :
    Tendsto (fun η => ∫ E in Set.Iic μ, cohp H η m n E) (𝓝[>] 0)
      (𝓝 (∑ k with e k < μ, stateCohp H U m n k)) := by
  have hp : π / 2 / π = 1 / 2 := by rw [div_right_comm, div_self Real.pi_ne_zero]
  have hsum : Tendsto (fun η => ∑ k, stateCohp H U m n k *
      (1 / 2 + Real.arctan ((μ - e k) / η) / π)) (𝓝[>] 0)
      (𝓝 (∑ k, if e k < μ then stateCohp H U m n k else 0)) := by
    refine tendsto_finsetSum _ fun k _ => ?_
    rcases lt_or_gt_of_ne (hμ k) with hk | hk
    · -- an occupied level acquires full weight
      have ht : Tendsto (fun η : ℝ => (μ - e k) / η) (𝓝[>] 0) atTop := by
        simpa only [div_eq_mul_inv] using
          tendsto_inv_nhdsGT_zero.const_mul_atTop (sub_pos.mpr hk)
      have h := ((((Real.tendsto_arctan_atTop.mono_right nhdsWithin_le_nhds).comp
        ht).div_const π).const_add (1 / 2)).const_mul (stateCohp H U m n k)
      rw [hp, add_halves, mul_one] at h
      rw [if_pos hk]
      exact h
    · -- an empty level loses its weight
      have ht : Tendsto (fun η : ℝ => (μ - e k) / η) (𝓝[>] 0) atBot := by
        simpa only [div_eq_mul_inv] using
          tendsto_inv_nhdsGT_zero.const_mul_atTop_of_neg (sub_neg.mpr hk)
      have h := ((((Real.tendsto_arctan_atBot.mono_right nhdsWithin_le_nhds).comp
        ht).div_const π).const_add (1 / 2)).const_mul (stateCohp H U m n k)
      rw [neg_div, hp, add_neg_cancel, mul_zero] at h
      rw [if_neg (not_lt_of_ge hk.le)]
      exact h
  rw [Finset.sum_filter]
  refine hsum.congr' ?_
  filter_upwards [self_mem_nhdsWithin] with η hη
  exact (integrated_cohp hU hη m n μ).symm

/-- For two equal sites at energy zero with hopping `t` and `η > 0`, the COHP is a pair of
Lorentzians of opposite weight centred at `t` and `-t`. -/
theorem cohp_dimer (t : ℝ) {η : ℝ} (hη : 0 < η) (E : ℝ) :
    cohp !![0, t; t, 0] η 0 1 E =
      t / 2 * (lorentzian η (E - t) - lorentzian η (E + t)) := by
  obtain ⟨s, hs⟩ : ∃ s : ℝ, s * s = 1 / 2 :=
    ⟨√(1 / 2), Real.mul_self_sqrt (by norm_num)⟩
  -- the even and odd combinations of the two orbitals
  have hU : IsEigenbasis !![0, t; t, 0] !![s, s; s, -s] ![t, -t] := by
    constructor
    · ext i j
      fin_cases i <;> fin_cases j <;>
        simp [Matrix.mul_apply, Fin.sum_univ_two] <;> linarith
    · ext i j
      fin_cases i <;> fin_cases j <;>
        simp [Matrix.mul_apply, Fin.sum_univ_two, diagonal_apply] <;> ring
  rw [cohp_eq_broadened hU hη, Fin.sum_univ_two]
  change t * s * s * lorentzian η (E - t) + t * s * (-s) * lorentzian η (E - -t) = _
  rw [sub_neg_eq_add]
  linear_combination t * (lorentzian η (E - t) - lorentzian η (E + t)) * hs

end

end GreenFunctionCOHP
```

```lean
#print axioms GreenFunctionCOHP.integral_cohp_eq_zero
#print axioms GreenFunctionCOHP.integrated_cohp_sharp_limit
#print axioms GreenFunctionCOHP.cohp_dimer
```

```
'GreenFunctionCOHP.integral_cohp_eq_zero' depends on axioms: [propext, Classical.choice, Quot.sound]
'GreenFunctionCOHP.integrated_cohp_sharp_limit' depends on axioms: [propext, Classical.choice, Quot.sound]
'GreenFunctionCOHP.cohp_dimer' depends on axioms: [propext, Classical.choice, Quot.sound]
```

## From the eigenbasis to the vanishing integral

`exists_eigenbasis` takes $U$ and $e$ from Mathlib's spectral theorem. For real matrices the conjugate transpose is the transpose, which turns unitarity into $UU^{T}=I$.

`green_apply` is the pole expansion. It copies $U$ into the complex matrices as `V`. The fact `hz` shows that no denominator vanishes, by comparing imaginary parts, and `hs` is the equation $(zI-H)U=U\,\mathrm{diag}(z-e_k)$. `Matrix.inv_eq_right_inv` then identifies the inverse from the product computed above, and the last lines read off its entry $(m,n)$.

`cohp_eq_broadened` takes the imaginary part term by term. The real and imaginary parts of each denominator are $E-e_k$ and $\eta$, and `ring` matches the result with $g_kL_\eta(E-e_k)$.

`lorentzian_eq` rewrites $L_\eta$ as a rescaled $1/(1+x^2)$. `lorentzian_integral` uses this to carry over integrability and the known area $\pi$, then shifts the centre to $e_k$.

`integral_cohp_eq_zero` chooses an eigenbasis, replaces the COHP by the broadened sum and exchanges the finite sum with the integral. Unit areas leave $\sum_k g_k$. The fact `h0`, the $(m,n)$ entry of $UU^{T}=I$, makes this zero.

In `integrated_cohp`, `hd` is the derivative of the arctangent antiderivative and `hl` its limit at $-\infty$; the fundamental theorem of calculus on a half-line combines them. `integrated_cohp_sharp_limit` splits the levels into those below and those above `μ` and uses the arctangent's limits at $\pm\infty$.

`cohp_dimer` supplies the even and odd combinations explicitly, with a number `s` satisfying $s^2=1/2$. After `cohp_eq_broadened`, only that equation is needed to reach the stated prefactor $t/2$.
